# For a linear equation, response and adjoint vectors through orders n and m give a linear property through order n+m+1

The perturbation strength $s$ is treated as a formal variable, so the response is the list of its perturbation coefficients and convergence plays no role. Entries of vectors and matrices are power series in $s$ over a commutative ring $R$, with $R=\mathbb R$ as the main case. In Lean the series ring is `R⟦X⟧`, and `PowerSeries.X` is $s$.

The response $x$ and the adjoint vector $z$ satisfy

$$A(s)x(s)=b(s),\qquad A(s)^{T}z(s)=g(s),$$

and the property sought is $g\cdot x$. The finite index types `κ` (for $x,g$) and `ι` (for $z,b$) may differ, so $A$ may be rectangular. Both solutions are assumed to exist; no inverse of $A$ is used. The dot product is bilinear, without complex conjugation.

```lean
import Mathlib

open Matrix
open scoped PowerSeries

namespace LinearResponseFunctional

noncomputable section

variable {R ι κ : Type*} [CommRing R] [Fintype ι] [Fintype κ]
```

## Truncation and its remainder

Write $f_k$ for the coefficient of $s^k$ in $f$. Truncation at order $n$ keeps $f_0,\dots,f_n$ and sets the rest to zero.

```lean
/-- The perturbation series `f` with all orders above `n` removed. -/
def truncate (n : ℕ) (f : R⟦X⟧) : R⟦X⟧ :=
  PowerSeries.mk fun k => if k ≤ n then PowerSeries.coeff k f else 0
```

The discarded part, shifted down, is the series $f_{n+1}+f_{n+2}s+\cdots$.

```lean
/-- The series whose coefficient at order `k` is that of `f` at order `n + 1 + k`. -/
def remainder (n : ℕ) (f : R⟦X⟧) : R⟦X⟧ :=
  PowerSeries.mk fun k => PowerSeries.coeff (n + 1 + k) f
```

Vectors are truncated component by component.

```lean
/-- The vector `x` with every component truncated at order `n`. -/
def truncVec (n : ℕ) (x : κ → R⟦X⟧) : κ → R⟦X⟧ := fun i => truncate n (x i)
```

Their remainders are taken in the same way.

```lean
/-- The componentwise remainder of the vector `x` beyond order `n`. -/
def remVec (n : ℕ) (x : κ → R⟦X⟧) : κ → R⟦X⟧ := fun i => remainder n (x i)
```

## The corrected estimate of the property

For a trial response $y$ and a trial adjoint vector $w$, the plain estimate $g\cdot y$ is corrected by the weighted residual of the response equation:

$$F(y,w)=g\cdot y+w\cdot(b-Ay).$$

```lean
/-- The response functional `g·y + w·(b - A y)`: the property evaluated at a trial response `y`,
plus the residual of the response equation weighted by a trial adjoint vector `w`. -/
def responseFunctional (A : Matrix ι κ R⟦X⟧) (b : ι → R⟦X⟧) (g : κ → R⟦X⟧)
    (y : κ → R⟦X⟧) (w : ι → R⟦X⟧) : R⟦X⟧ :=
  g ⬝ᵥ y + w ⬝ᵥ (b - A *ᵥ y)
```

The truncation error of a single series is

$$f-\sum_{k\le n}f_ks^k=s^{n+1}\sum_{k\ge0}f_{n+1+k}s^k.$$

The proof compares coefficients at order $k$: for $k\le n$ both sides vanish, and for $k>n$ both equal $f_k$.

```lean
/-- Truncating a series at order `n` leaves an error `s^(n+1)` times its remainder. -/
theorem sub_truncate (n : ℕ) (f : R⟦X⟧) :
    f - truncate n f = PowerSeries.X ^ (n + 1) * remainder n f := by
  ext k
  rw [PowerSeries.coeff_X_pow_mul']
  simp only [map_sub, truncate, remainder, PowerSeries.coeff_mk]
  by_cases h : k ≤ n
  · rw [if_pos h, if_neg (show ¬ n + 1 ≤ k by omega), sub_self]
  · rw [if_neg h, if_pos (show n + 1 ≤ k by omega), sub_zero,
      show n + 1 + (k - (n + 1)) = k by omega]
```

## The error is a product of two errors

The adjoint equation gives $g\cdot v=(A^Tz)\cdot v=z\cdot Av$ for every $v$; this is `key` in the proof. With $b=Ax$,

$$\begin{aligned}
g\cdot x-F(y,w)&=z\cdot Ax-z\cdot Ay-w\cdot(Ax-Ay)\\
&=(z-w)\cdot A(x-y).
\end{aligned}$$

This holds for arbitrary $y$ and $w$.

```lean
/-- For any trial vectors `y` and `w`, the error of the response functional is the product
`(z - w)·A(x - y)` of the errors in the adjoint vector and in the response. -/
theorem response_error {A : Matrix ι κ R⟦X⟧} {x g : κ → R⟦X⟧} {z b : ι → R⟦X⟧}
    (hx : A *ᵥ x = b) (hz : Aᵀ *ᵥ z = g) (y : κ → R⟦X⟧) (w : ι → R⟦X⟧) :
    g ⬝ᵥ x - responseFunctional A b g y w = (z - w) ⬝ᵥ (A *ᵥ (x - y)) := by
  -- the adjoint equation moves the property vector onto the response operator
  have key : ∀ v : κ → R⟦X⟧, g ⬝ᵥ v = z ⬝ᵥ (A *ᵥ v) := by
    intro v
    rw [← hz, Matrix.mulVec_transpose, Matrix.dotProduct_mulVec]
  simp only [responseFunctional, key, ← hx, Matrix.mulVec_sub, sub_dotProduct, dotProduct_sub]
  ring
```

Now let $y$ be $x$ truncated at order $n$, and $w$ be $z$ truncated at order $m$. With remainders $r$ and $q$,

$$x-y=s^{n+1}r,\qquad z-w=s^{m+1}q,$$

and the error becomes $s^{n+m+2}\,(q\cdot Ar)$. In Lean, `ex` and `ez` are these two factorisations, and linearity pulls the powers out.

```lean
/-- With the response truncated at order `n` and the adjoint vector at order `m`, the error of the
functional is `s^(n+m+2)` times the pairing of the two remainders through `A`. -/
theorem response_remainder {A : Matrix ι κ R⟦X⟧} {x g : κ → R⟦X⟧} {z b : ι → R⟦X⟧}
    (hx : A *ᵥ x = b) (hz : Aᵀ *ᵥ z = g) (n m : ℕ) :
    g ⬝ᵥ x - responseFunctional A b g (truncVec n x) (truncVec m z) =
      PowerSeries.X ^ (n + m + 2) * (remVec m z ⬝ᵥ (A *ᵥ remVec n x)) := by
  have ex : x - truncVec n x = (PowerSeries.X ^ (n + 1) : R⟦X⟧) • remVec n x :=
    funext fun i => sub_truncate n (x i)
  have ez : z - truncVec m z = (PowerSeries.X ^ (m + 1) : R⟦X⟧) • remVec m z :=
    funext fun i => sub_truncate m (z i)
  rw [response_error hx hz, ex, ez, Matrix.mulVec_smul, smul_dotProduct, dotProduct_smul,
    smul_eq_mul, smul_eq_mul]
  ring
```

Divisibility follows, with $q\cdot Ar$ as the cofactor.

```lean
/-- If `A x = b` and `Aᵀ z = g`, then the response functional built from `x` through order `n`
and `z` through order `m` differs from `g·x` by a multiple of `s^(n+m+2)`. -/
theorem response_rule {A : Matrix ι κ R⟦X⟧} {x g : κ → R⟦X⟧} {z b : ι → R⟦X⟧}
    (hx : A *ᵥ x = b) (hz : Aᵀ *ᵥ z = g) (n m : ℕ) :
    PowerSeries.X ^ (n + m + 2) ∣
      g ⬝ᵥ x - responseFunctional A b g (truncVec n x) (truncVec m z) :=
  ⟨_, response_remainder hx hz n m⟩
```

The adjoint equation is essential. Take the $1\times1$ case $A=1$, $x=b=1+s+s^2+\cdots$, $g=1$, but $z=0$. Then $w=0$, and the error is $g\cdot(x-y)=s^{n+1}+s^{n+2}+\cdots$, which is not divisible by $s^{n+m+2}$ for any $m\ge0$.

A series is divisible by $s^N$ exactly when its coefficients below order $N$ vanish. Hence $F(y,w)$ reproduces every coefficient of $g\cdot x$ through order $n+m+1$. For a finite-basis problem $A(s)x(s)=b(s)$ and a property $g\cdot x$, with $A$, $b$ and $g$ independent of $x$, the response through order $n$ and the adjoint vector through order $m$ therefore suffice to that order, together with the coefficients of $A$, $b$ and $g$ through order $n+m+1$.

```lean
/-- Every coefficient of the property `g·x` through order `n + m + 1` is given by the response
functional of the truncated vectors. -/
theorem property_coeff {A : Matrix ι κ R⟦X⟧} {x g : κ → R⟦X⟧} {z b : ι → R⟦X⟧}
    (hx : A *ᵥ x = b) (hz : Aᵀ *ᵥ z = g) (n m k : ℕ) (hk : k ≤ n + m + 1) :
    PowerSeries.coeff k (g ⬝ᵥ x) =
      PowerSeries.coeff k (responseFunctional A b g (truncVec n x) (truncVec m z)) := by
  have h := PowerSeries.X_pow_dvd_iff.mp (response_rule hx hz n m) k (by omega)
  rwa [map_sub, sub_eq_zero] at h
```

## The first error coefficient

At order $n+m+2$ only the constant term of $q\cdot Ar$ contributes. Since $q_0=z_{m+1}$ and $r_0=x_{n+1}$, the error coefficient is

$$z_{m+1}\cdot A_0x_{n+1},$$

where $A_0$ is the unperturbed operator, written in Lean as `A.map` applied with the constant-coefficient map. That map respects sums and products, so it passes through the matrix expression.

```lean
/-- At order `n + m + 2` the error is the first omitted adjoint coefficient paired, through the
unperturbed operator, with the first omitted response coefficient. -/
theorem leading_error {A : Matrix ι κ R⟦X⟧} {x g : κ → R⟦X⟧} {z b : ι → R⟦X⟧}
    (hx : A *ᵥ x = b) (hz : Aᵀ *ᵥ z = g) (n m : ℕ) :
    PowerSeries.coeff (n + m + 2)
        (g ⬝ᵥ x - responseFunctional A b g (truncVec n x) (truncVec m z)) =
      (fun i => PowerSeries.coeff (m + 1) (z i)) ⬝ᵥ
        (A.map (fun a => PowerSeries.constantCoeff a) *ᵥ
          fun j => PowerSeries.coeff (n + 1) (x j)) := by
  have hr : ∀ (p : ℕ) (f : R⟦X⟧),
      PowerSeries.constantCoeff (remainder p f) = PowerSeries.coeff (p + 1) f := by
    intro p f
    rw [← PowerSeries.coeff_zero_eq_constantCoeff_apply, remainder, PowerSeries.coeff_mk,
      add_zero]
  -- only the constant term of the cofactor of s^(n+m+2) contributes
  have h := PowerSeries.coeff_X_pow_mul (remVec m z ⬝ᵥ (A *ᵥ remVec n x)) (n + m + 2) 0
  rw [zero_add] at h
  rw [response_remainder hx hz, h, PowerSeries.coeff_zero_eq_constantCoeff_apply]
  simp only [dotProduct, Matrix.mulVec, map_sum, map_mul, Matrix.map_apply, remVec, hr]
```

## Symmetric operators

If $A^T=A$ and $g=b$, then $x$ serves as its own adjoint vector. Taking $w=y$ gives

$$F(y,y)=b\cdot y+y\cdot(b-Ay)=2\,b\cdot y-y\cdot Ay,$$

with an error divisible by $s^{2n+2}$. This is the $2n+1$ pattern for a linear equation; eigenvalue problems and nonlinear variational conditions are not treated.

```lean
/-- For a symmetric response operator and `y` the response through order `n`, the quadratic
functional `2 b·y - y·A y` agrees with `b·x` up to a multiple of `s^(2n+2)`. -/
theorem symmetric_response {A : Matrix κ κ R⟦X⟧} {x b : κ → R⟦X⟧}
    (hA : Aᵀ = A) (hx : A *ᵥ x = b) (n : ℕ) :
    PowerSeries.X ^ (2 * n + 2) ∣
      b ⬝ᵥ x - (2 * (b ⬝ᵥ truncVec n x) - truncVec n x ⬝ᵥ (A *ᵥ truncVec n x)) := by
  -- the response vector is its own adjoint vector
  have hz : Aᵀ *ᵥ x = b := by rw [hA, hx]
  have e : b ⬝ᵥ x - (2 * (b ⬝ᵥ truncVec n x) - truncVec n x ⬝ᵥ (A *ᵥ truncVec n x)) =
      b ⬝ᵥ x - responseFunctional A b b (truncVec n x) (truncVec n x) := by
    rw [responseFunctional, dotProduct_sub, dotProduct_comm (truncVec n x) b]
    ring
  rw [e, show 2 * n + 2 = n + n + 2 by ring]
  exact response_rule hx hz n n
```

## A 2×2 example that attains the bound

Let $\gamma=1+s+s^2+\cdots$, so that $(1-s)\gamma=1$.

```lean
/-- The geometric series `1 + s + s² + ⋯` with real coefficients. -/
def geo : ℝ⟦X⟧ := PowerSeries.mk fun _ => 1
```

Take the following nonsymmetric matrix, an algebraic example that is not derived from a physical Hamiltonian:

$$A=\begin{pmatrix}1-s&1\\0&1-s\end{pmatrix}.$$

```lean
/-- The `2 × 2` matrix with diagonal entries `1 - s`, upper right entry `1` and lower left entry
`0`. -/
def modelA : Matrix (Fin 2) (Fin 2) ℝ⟦X⟧ :=
  !![1 - PowerSeries.X, 1; 0, 1 - PowerSeries.X]
```

With $x=z=(\gamma,\gamma)$, multiplication gives $Ax=(1+\gamma,1)$ and $A^Tz=(1,\gamma+1)$, which are taken as $b$ and $g$.

```lean
/-- The vector with the geometric series in both components solves a response equation and an
adjoint equation for `modelA`, with the right-hand sides shown. -/
theorem model_witness :
    modelA *ᵥ ![geo, geo] = ![1 + geo, 1] ∧ modelAᵀ *ᵥ ![geo, geo] = ![1, geo + 1] := by
  have hg : (1 - PowerSeries.X) * geo = 1 := by
    rw [mul_comm]
    exact PowerSeries.mk_one_mul_one_sub_eq_one ℝ
  constructor
  · funext i
    fin_cases i <;> simp [modelA, Matrix.mulVec, dotProduct, Fin.sum_univ_two, hg]
  · funext i
    fin_cases i <;> simp [modelA, Matrix.mulVec, dotProduct, Fin.sum_univ_two, hg]
```

All coefficient vectors of $x$ and $z$ are $(1,1)$, so for every $n$ and $m$ the first error coefficient is

$$(1,1)\cdot\begin{pmatrix}1&1\\0&1\end{pmatrix}\begin{pmatrix}1\\1\end{pmatrix}=3.$$

Divisibility by $s^{n+m+3}$ would force it to be zero. The exponent $n+m+2$ therefore cannot be raised in general, although particular problems may have a smaller error.

```lean
/-- For `modelA` and the solutions in `model_witness`, the error of the response functional built
from the truncated solutions is not divisible by `s^(n+m+3)`, for any truncation orders `n` and `m`.
-/
theorem response_rule_sharp (n m : ℕ) :
    ¬ PowerSeries.X ^ (n + m + 3) ∣
      ![1, geo + 1] ⬝ᵥ ![geo, geo] - responseFunctional modelA ![1 + geo, 1] ![1, geo + 1]
        (truncVec n ![geo, geo]) (truncVec m ![geo, geo]) := by
  intro h
  have h1 := PowerSeries.X_pow_dvd_iff.mp h (n + m + 2) (by omega)
  -- the leading error coefficient equals 3
  rw [leading_error model_witness.1 model_witness.2] at h1
  norm_num [modelA, geo, Matrix.mulVec, dotProduct, Fin.sum_univ_two] at h1

end

end LinearResponseFunctional
```

```lean
#print axioms LinearResponseFunctional.property_coeff
#print axioms LinearResponseFunctional.symmetric_response
#print axioms LinearResponseFunctional.response_rule_sharp
```

```
'LinearResponseFunctional.property_coeff' depends on axioms: [propext, Classical.choice, Quot.sound]
'LinearResponseFunctional.symmetric_response' depends on axioms: [propext, Classical.choice, Quot.sound]
'LinearResponseFunctional.response_rule_sharp' depends on axioms: [propext, Classical.choice, Quot.sound]
```
